# The thermal factor of a rigid density that follows several independent Gaussian centres

A charge density between vibrating atoms belongs to no single atom, so a model has to say how it moves. Here it keeps its shape and is translated by a weighted sum of the atomic displacements,

$$X=\sum_i w_i u_i ,$$

where $u_i$ is the displacement of centre $i$ along the scattering vector and $w_i$ is a real weight. The index $i$ runs over a finite type `ι`, and the $u_i$ are random variables on a probability space `Ω` with measure `P`.

```lean
import Mathlib

open MeasureTheory ProbabilityTheory
open scoped NNReal

namespace MultiCentreThermalFactor

noncomputable section

variable {Ω ι : Type*} [MeasurableSpace Ω] [Fintype ι]
  {P : Measure Ω} [IsProbabilityMeasure P]
```

## Displacements and attenuation

The displacements are independent, and $u_i$ is a centred Gaussian with standard deviation $s_i\ge 0$. Independence means that the atoms vibrate without correlation, as in an Einstein model; in a real crystal, bonded neighbours move partly together. The structure `ThermalCentres` collects these assumptions. Mathlib's `gaussianReal` takes the variance, hence `s i ^ 2`.

```lean
/-- The centres have independent, centred Gaussian displacements `u i` with
standard deviations `s i`. -/
structure ThermalCentres (P : Measure Ω) (u : ι → Ω → ℝ) (s : ι → ℝ≥0) : Prop where
  measurable : ∀ i, Measurable (u i)
  indep : iIndepFun u P
  gaussian : ∀ i, P.map (u i) = gaussianReal 0 (s i ^ 2)
```

The sum $X$ is `followingShift`.

```lean
/-- The displacement of a density that follows the centres with weights `w i`. -/
def followingShift (w : ι → ℝ) (u : ι → Ω → ℝ) (ω : Ω) : ℝ := ∑ i, w i * u i ω
```

For a scattering vector of signed magnitude $q$, with any factor $2\pi$ absorbed in it, the thermal factor of a displacement is $E[e^{iqX}]$.

```lean
/-- The thermal factor `E[exp(iqX)]` of a random displacement `X`. -/
def thermalFactor (P : Measure Ω) (X : Ω → ℝ) (q : ℝ) : ℂ :=
  ∫ ω, Complex.exp (q * X ω * Complex.I) ∂P
```

A one-dimensional density $\rho$ has form factor $F(q)=\int\rho(x)e^{iqx}\,dx$, with the same sign convention.

```lean
/-- The form factor of a one-dimensional density at scattering vector `q`. -/
def formFactor (ρ : ℝ → ℝ) (q : ℝ) : ℂ :=
  ∫ x : ℝ, (ρ x : ℂ) * Complex.exp (q * x * Complex.I)
```

The Gaussian attenuation is $e^{-q^2B/2}$. In `debyeWaller` the argument $B$ is the mean square displacement itself, not the crystallographic parameter $8\pi^2\langle u^2\rangle$.

```lean
/-- The Gaussian attenuation `exp(-q²B/2)` for mean square displacement `B`. -/
def debyeWaller (q B : ℝ) : ℝ := Real.exp (-(q ^ 2 * B) / 2)
```

It is positive, so it equals its own modulus; the comparisons below use this.

```lean
/-- The Gaussian attenuation is positive. -/
theorem debyeWaller_pos (q B : ℝ) : 0 < debyeWaller q B := Real.exp_pos _
```

Such centres exist for every choice of the $s_i$. Take one real coordinate per centre, with the product of the Gaussian measures, and let $u_i$ be the $i$-th coordinate. Each coordinate has the required law, and the joint law is the product measure itself, which is what independence demands.

```lean
/-- Coordinates under a product of Gaussian measures are independent thermal
displacements with the prescribed standard deviations. -/
theorem thermalCentres_witness (s : ι → ℝ≥0) :
    ThermalCentres (Measure.pi fun i => gaussianReal 0 (s i ^ 2))
      (fun i (x : ι → ℝ) => x i) s := by
  have hev : ∀ i, (Measure.pi fun i => gaussianReal 0 (s i ^ 2)).map
      (fun x : ι → ℝ => x i) = gaussianReal 0 (s i ^ 2) := fun i =>
    (measurePreserving_eval (fun i => gaussianReal 0 (s i ^ 2)) i).map_eq
  refine ⟨fun i => measurable_pi_apply i, ?_, hev⟩
  refine (iIndepFun_iff_map_fun_eq_pi_map
    (fun i => (measurable_pi_apply i).aemeasurable)).2 ?_
  simp only [hev]
  exact Measure.map_id
```

## From a moving density to a phase average

Let the density be displaced by $d$. Substituting $x=y+d$ gives

$$\int\rho(x-d)e^{iqx}\,dx=e^{iqd}\int\rho(y)e^{iqy}\,dy=e^{iqd}F(q).$$

Averaging over $d$ leaves $F(q)$ untouched, so the mean form factor is $E[e^{iqd}]\,F(q)$. In the proof, `key` is the displayed identity, obtained from the translation invariance of the integral, and the last line takes the constant $F(q)$ out of the average. Physically $\rho$ is integrable and $d$ measurable; the theorem needs neither assumption, because Lean gives an undefined integral the value zero.

```lean
omit [IsProbabilityMeasure P] in
/-- The mean form factor of a randomly displaced rigid density is its static form
factor times the thermal factor of the displacement. -/
theorem mean_formFactor (ρ : ℝ → ℝ) (d : Ω → ℝ) (q : ℝ) :
    ∫ ω, formFactor (fun x => ρ (x - d ω)) q ∂P
      = thermalFactor P d q * formFactor ρ q := by
  -- a translation by `d ω` only multiplies the form factor by a phase
  have key : ∀ ω, formFactor (fun x => ρ (x - d ω)) q
      = Complex.exp (q * d ω * Complex.I) * formFactor ρ q := by
    intro ω
    unfold formFactor
    rw [← integral_const_mul]
    refine Eq.trans ?_ (integral_sub_right_eq_self (fun x : ℝ =>
      Complex.exp (q * d ω * Complex.I) *
        ((ρ x : ℂ) * Complex.exp (q * x * Complex.I))) (d ω))
    refine integral_congr_ae (Filter.Eventually.of_forall fun x => ?_)
    have e : Complex.exp (q * x * Complex.I) = Complex.exp (q * d ω * Complex.I) *
        Complex.exp (q * ((x - d ω : ℝ) : ℂ) * Complex.I) := by
      rw [← Complex.exp_add]
      congr 1
      push_cast
      ring
    beta_reduce
    rw [e]
    ring
  simp_rw [key]
  exact integral_mul_const _ _
```

## One Gaussian centre

For a centred Gaussian of variance $s^2$, completing the square gives

$$\int \frac{e^{-x^2/2s^2}}{\sqrt{2\pi s^2}}\,e^{iqx}\,dx=e^{-q^2s^2/2}\qquad(s>0),$$

and for $s=0$ both the average and the exponential are 1. The proof rewrites the expectation as the characteristic function of the law of $X$ and uses Mathlib's formula for it.

```lean
omit [IsProbabilityMeasure P] in
/-- A centred Gaussian displacement of standard deviation `s` has thermal factor
`exp(-q²s²/2)`. -/
theorem thermalFactor_gaussian {X : Ω → ℝ} {s : ℝ≥0} (hX : Measurable X)
    (hG : P.map X = gaussianReal 0 (s ^ 2)) (q : ℝ) :
    thermalFactor P X q = (debyeWaller q ((s : ℝ) ^ 2) : ℂ) := by
  have hm : AEStronglyMeasurable
      (fun x : ℝ => Complex.exp (q * x * Complex.I)) (P.map X) :=
    Continuous.aestronglyMeasurable (by fun_prop)
  have e : thermalFactor P X q = charFun (P.map X) q := by
    rw [charFun_apply_real, integral_map hX.aemeasurable hm]
    rfl
  rw [e, hG, charFun_gaussianReal, debyeWaller]
  push_cast
  congr 1
  ring
```

## Independence factorises the average

The exponential of a sum is a product, and independence turns the mean of the product into a product of means:

$$E\Big[e^{iq\sum_i w_iu_i}\Big]=E\Big[\prod_i e^{i(qw_i)u_i}\Big]=\prod_i E\big[e^{i(qw_i)u_i}\big].$$

Each centre is thus probed at the rescaled scattering vector $qw_i$. The `calc` chain follows this line, passing through the joint law of the displacements, which `hmap` identifies as a product measure.

```lean
/-- For independent Gaussian centres the thermal factor of the following density is a product of
one-centre factors, each taken at the scattering vector `q * w i`. -/
theorem thermalFactor_eq_prod {u : ι → Ω → ℝ} {s : ι → ℝ≥0}
    (h : ThermalCentres P u s) (w : ι → ℝ) (q : ℝ) :
    thermalFactor P (followingShift w u) q = ∏ i, thermalFactor P (u i) (q * w i) := by
  have hmap := (iIndepFun_iff_map_fun_eq_pi_map
    (fun i => (h.measurable i).aemeasurable)).1 h.indep
  have hprob : ∀ i, IsProbabilityMeasure (P.map (u i)) := fun i => by
    rw [h.gaussian i]; infer_instance
  have hcont : Continuous (fun x : ι → ℝ =>
      ∏ i, Complex.exp ((q * w i : ℝ) * x i * Complex.I)) := by fun_prop
  calc thermalFactor P (followingShift w u) q
      = ∫ ω, ∏ i, Complex.exp ((q * w i : ℝ) * u i ω * Complex.I) ∂P := by
        refine integral_congr_ae (Filter.Eventually.of_forall fun ω => ?_)
        simp only [followingShift]
        rw [← Complex.exp_sum]
        congr 1
        push_cast
        rw [Finset.mul_sum, Finset.sum_mul]
        exact Finset.sum_congr rfl fun i _ => by ring
    _ = ∫ x : ι → ℝ, ∏ i, Complex.exp ((q * w i : ℝ) * x i * Complex.I)
          ∂(P.map fun ω i => u i ω) :=
        (integral_map (measurable_pi_lambda _ h.measurable).aemeasurable
          hcont.aestronglyMeasurable).symm
    _ = ∏ i, ∫ x : ℝ, Complex.exp ((q * w i : ℝ) * x * Complex.I) ∂(P.map (u i)) := by
        -- independence: the joint law is the product of the one-centre laws
        rw [hmap]
        apply integral_fintype_prod_eq_prod
          (f := fun i (x : ℝ) => Complex.exp ((q * w i : ℝ) * x * Complex.I))
    _ = ∏ i, thermalFactor P (u i) (q * w i) :=
        Finset.prod_congr rfl fun i _ => integral_map (h.measurable i).aemeasurable
          (Continuous.aestronglyMeasurable (by fun_prop))
```

Inserting the one-centre result at $qw_i$ and adding exponents gives

$$\prod_i e^{-(qw_i)^2s_i^2/2}=\exp\Big(-\tfrac{q^2}{2}\sum_i w_i^2s_i^2\Big).$$

This holds for arbitrary real weights.

```lean
/-- A density following several independent Gaussian centres has thermal factor
`exp(-q² ∑ wᵢ² sᵢ² / 2)`. -/
theorem thermalFactor_following {u : ι → Ω → ℝ} {s : ι → ℝ≥0}
    (h : ThermalCentres P u s) (w : ι → ℝ) (q : ℝ) :
    thermalFactor P (followingShift w u) q
      = (debyeWaller q (∑ i, w i ^ 2 * (s i : ℝ) ^ 2) : ℂ) := by
  rw [thermalFactor_eq_prod h, Finset.prod_congr rfl fun i _ =>
    thermalFactor_gaussian (h.measurable i) (h.gaussian i) (q * w i),
    ← Complex.ofReal_prod]
  refine congrArg Complex.ofReal ?_
  simp only [debyeWaller]
  rw [← Real.exp_sum, Finset.mul_sum, ← Finset.sum_neg_distrib, Finset.sum_div]
  exact congrArg Real.exp (Finset.sum_congr rfl fun i _ => by ring)
```

If all centres share one standard deviation $s$, the exponent becomes $-\tfrac12 q^2s^2\sum_i w_i^2$. The next statement gives the modulus, so that thermal factors can be compared as real numbers.

```lean
/-- For a density following independent Gaussian centres with common standard deviation `s`, the
modulus of the thermal factor is `exp(-q² s² ∑ wᵢ² / 2)`. -/
theorem norm_thermalFactor_common {u : ι → Ω → ℝ} {s : ℝ≥0}
    (h : ThermalCentres P u fun _ => s) (w : ι → ℝ) (q : ℝ) :
    ‖thermalFactor P (followingShift w u) q‖
      = debyeWaller q ((∑ i, w i ^ 2) * (s : ℝ) ^ 2) := by
  rw [thermalFactor_following h, Complex.norm_real,
    Real.norm_of_nonneg (debyeWaller_pos _ _).le, Finset.sum_mul]
```

## Sharing weakens the attenuation

Let all centres share one standard deviation $s>0$, and let $q\ne0$, $0\le w_i<1$ and $\sum_i w_i=1$, which requires at least two centres. Then $w_i^2\le w_i$ for every $i$, strictly wherever $w_i>0$, and at least one weight is positive. Hence

$$\sum_i w_i^2<\sum_i w_i=1,$$

and the shared density has a strictly larger thermal factor than any single centre $k$. With unequal standard deviations this can fail: a density shared between a fixed and a vibrating centre is attenuated more than one that rides on the fixed centre. In the proof, `hpos` finds the positive weight, `hlt` is the displayed inequality, and monotonicity of the exponential does the rest.

```lean
/-- Let independent Gaussian centres share one standard deviation `s > 0`. A density that follows
them with non-negative weights, each below one and summing to one, is attenuated strictly less at `q
≠ 0` than a density riding on one centre. -/
theorem one_centre_lt_following {u : ι → Ω → ℝ} {s : ℝ≥0}
    (h : ThermalCentres P u fun _ => s) (hs : 0 < s) {w : ι → ℝ}
    (hw0 : ∀ i, 0 ≤ w i) (hw1 : ∀ i, w i < 1) (hsum : ∑ i, w i = 1)
    {q : ℝ} (hq : q ≠ 0) (k : ι) :
    ‖thermalFactor P (u k) q‖ < ‖thermalFactor P (followingShift w u) q‖ := by
  have hs' : (0 : ℝ) < s := by exact_mod_cast hs
  have hpos : ∃ j, 0 < w j := by
    by_contra hn
    have : ∑ i, w i ≤ 0 :=
      Finset.sum_nonpos fun i _ => not_lt.1 fun hi => hn ⟨i, hi⟩
    linarith
  obtain ⟨j, hj⟩ := hpos
  -- squaring weights below one lowers their sum
  have hlt : ∑ i, w i ^ 2 < 1 := by
    rw [← hsum]
    refine Finset.sum_lt_sum (fun i _ => ?_) ⟨j, Finset.mem_univ j, ?_⟩
    · nlinarith [mul_nonneg (hw0 i) (sub_pos.2 (hw1 i)).le]
    · nlinarith [mul_pos hj (sub_pos.2 (hw1 j))]
  rw [norm_thermalFactor_common h, thermalFactor_gaussian (h.measurable k) (h.gaussian k),
    Complex.norm_real, Real.norm_of_nonneg (debyeWaller_pos _ _).le]
  unfold debyeWaller
  apply Real.exp_lt_exp.2
  have hc : 0 < q ^ 2 * (s : ℝ) ^ 2 := by positivity
  nlinarith [mul_pos hc (sub_pos.2 hlt)]
```

The best possible sharing follows from the spread of the weights about $c=1/n$, where $n$ is the number of centres. Since $\sum_i w_i=1$ and $nc=1$,

$$\sum_i (w_i-c)^2=\sum_i w_i^2-2c+nc^2=\sum_i w_i^2-c .$$

The left side is non-negative and vanishes only when every $w_i=1/n$. The thermal factor is therefore at most $e^{-q^2s^2/(2n)}$, with equality exactly for equal weights. Negative weights are allowed here. The identity is `hD`; the two directions of the equality case convert between equal exponents and a vanishing sum of squares.

```lean
/-- For real weights summing to one over `n` independent Gaussian centres with common standard
deviation `s > 0`, and for `q ≠ 0`, the modulus of the thermal factor is at most `exp(-q²s²/(2n))`,
with equality exactly for equal weights. -/
theorem following_le_equal_sharing {u : ι → Ω → ℝ} {s : ℝ≥0}
    (h : ThermalCentres P u fun _ => s) (hs : 0 < s) {w : ι → ℝ}
    (hsum : ∑ i, w i = 1) {q : ℝ} (hq : q ≠ 0) :
    ‖thermalFactor P (followingShift w u) q‖
        ≤ debyeWaller q ((s : ℝ) ^ 2 / Fintype.card ι) ∧
      (‖thermalFactor P (followingShift w u) q‖
        = debyeWaller q ((s : ℝ) ^ 2 / Fintype.card ι) ↔
          ∀ i, w i = 1 / Fintype.card ι) := by
  have hs' : (0 : ℝ) < s := by exact_mod_cast hs
  have hn : (Fintype.card ι : ℝ) ≠ 0 := by
    intro h0
    have : IsEmpty ι := Fintype.card_eq_zero_iff.1 (by exact_mod_cast h0)
    simp at hsum
  set c : ℝ := 1 / Fintype.card ι with hc
  have hnc : (Fintype.card ι : ℝ) * c = 1 := by rw [hc]; field_simp
  -- the spread of the weights about equal sharing controls the exponent
  have hD : ∑ i, (w i - c) ^ 2 = ∑ i, w i ^ 2 - c := by
    have e : ∑ i, (w i - c) ^ 2 = ∑ i, (w i ^ 2 - 2 * c * w i + c ^ 2) :=
      Finset.sum_congr rfl fun i _ => by ring
    rw [e, Finset.sum_add_distrib, Finset.sum_sub_distrib, ← Finset.mul_sum, hsum,
      Finset.sum_const, Finset.card_univ, nsmul_eq_mul]
    linear_combination c * hnc
  have hD0 : 0 ≤ ∑ i, (w i - c) ^ 2 := Finset.sum_nonneg fun i _ => sq_nonneg _
  have hK : 0 < q ^ 2 * (s : ℝ) ^ 2 := by positivity
  have hdiv : (s : ℝ) ^ 2 / Fintype.card ι = c * (s : ℝ) ^ 2 := by rw [hc]; ring
  rw [norm_thermalFactor_common h, hdiv]
  unfold debyeWaller
  refine ⟨Real.exp_le_exp.2 ?_, ?_⟩
  · rw [hD] at hD0
    nlinarith [mul_nonneg hK.le hD0]
  · rw [Real.exp_eq_exp]
    constructor
    · intro he i
      have hz : q ^ 2 * (s : ℝ) ^ 2 * ∑ i, (w i - c) ^ 2 = 0 := by
        rw [hD]
        linear_combination (-2) * he
      have hz' := (mul_eq_zero.1 hz).resolve_left hK.ne'
      have hi := (Finset.sum_eq_zero_iff_of_nonneg
        (fun i _ => sq_nonneg (w i - c))).1 hz' i (Finset.mem_univ i)
      exact sub_eq_zero.1 (pow_eq_zero_iff (two_ne_zero)|>.1 hi)
    · intro hw
      have hz : ∑ i, (w i - c) ^ 2 = 0 :=
        Finset.sum_eq_zero fun i _ => by rw [hw i]; ring
      have hwc : ∑ i, w i ^ 2 = c := by linarith
      rw [hwc]
```

## Two centres

With weights $w$ and $1-w$, where $0<w<1$, the sum of squares is $w^2+(1-w)^2$, and

$$\tfrac12q^2s^2\big[1-w^2-(1-w)^2\big]=q^2s^2\,w(1-w)>0 .$$

The theorem states the value of the thermal factor and its strict excess over $e^{-q^2s^2/2}$, the factor of either centre alone. The first part applies the general formula to the weight vector `![w, 1 - w]`; the second gives `nlinarith` the positive product $q^2s^2\,w(1-w)$.

```lean
/-- Let two independent Gaussian centres have common standard deviation `s > 0`, and let `0 < w < 1`
and `q ≠ 0`. A density following `w u₀ + (1-w) u₁` has thermal factor `exp(-q²s²(w²+(1-w)²)/2)`,
which strictly exceeds `exp(-q²s²/2)`. -/
theorem two_centre_thermalFactor {u : Fin 2 → Ω → ℝ} {s : ℝ≥0}
    (h : ThermalCentres P u fun _ => s) (hs : 0 < s) {w : ℝ} (hw0 : 0 < w) (hw1 : w < 1)
    {q : ℝ} (hq : q ≠ 0) :
    thermalFactor P (fun ω => w * u 0 ω + (1 - w) * u 1 ω) q
        = (Real.exp (-(q ^ 2 * (s : ℝ) ^ 2 * (w ^ 2 + (1 - w) ^ 2)) / 2) : ℂ) ∧
      Real.exp (-(q ^ 2 * (s : ℝ) ^ 2) / 2)
        < Real.exp (-(q ^ 2 * (s : ℝ) ^ 2 * (w ^ 2 + (1 - w) ^ 2)) / 2) := by
  have hs' : (0 : ℝ) < s := by exact_mod_cast hs
  constructor
  · have e : (fun ω => w * u 0 ω + (1 - w) * u 1 ω) = followingShift ![w, 1 - w] u := by
      ext ω
      simp [followingShift, Fin.sum_univ_two]
    rw [e, thermalFactor_following h]
    refine congrArg Complex.ofReal (congrArg Real.exp ?_)
    simp only [Fin.sum_univ_two, Matrix.cons_val_zero, Matrix.cons_val_one]
    ring
  · apply Real.exp_lt_exp.2
    have hK : 0 < q ^ 2 * (s : ℝ) ^ 2 := by positivity
    nlinarith [mul_pos hK (mul_pos hw0 (sub_pos.2 hw1))]

end

end MultiCentreThermalFactor
```

```lean
#print axioms MultiCentreThermalFactor.thermalFactor_following
#print axioms MultiCentreThermalFactor.one_centre_lt_following
#print axioms MultiCentreThermalFactor.following_le_equal_sharing
#print axioms MultiCentreThermalFactor.two_centre_thermalFactor
```

```
'MultiCentreThermalFactor.thermalFactor_following' depends on axioms: [propext, Classical.choice, Quot.sound]
'MultiCentreThermalFactor.one_centre_lt_following' depends on axioms: [propext, Classical.choice, Quot.sound]
'MultiCentreThermalFactor.following_le_equal_sharing' depends on axioms: [propext, Classical.choice, Quot.sound]
'MultiCentreThermalFactor.two_centre_thermalFactor' depends on axioms: [propext, Classical.choice, Quot.sound]
```

In electronic structure, the product of two s-type Gaussian orbitals with exponents $\alpha$ and $\beta$ is centred at a weighted mean of the two nuclear positions, with the respective weights $\alpha/(\alpha+\beta)$ and $\beta/(\alpha+\beta)$, so `thermalFactor_following`, which allows the two nuclei different standard deviations, describes the thermal smearing of such an overlap density in the rigid, uncorrelated approximation, which ignores the change of its amplitude with the internuclear distance.
